# Uniqueness of the Hartree potential at fixed external potential for positive semidefinite lattice interactions

## Densities that reproduce their own potential

A density $\rho$ of electrons on a lattice is self-consistent in the Hartree sense if it is a ground-state density in the potential $v+W\rho$. Here $v$ is the external potential, and $W\rho$ is the potential that the density itself produces through the interaction matrix $W$. Self-consistent field runs from different starting densities may stop at different places, so one wants to know how far two self-consistent densities in the same $v$ can differ.

The lattice has a finite set `ι` of sites, and the many-body basis is a finite set `C` of configurations. For a fixed particle number, `C` lists the configurations with that number of particles.

```lean
import Mathlib

open Matrix

namespace HartreeUniqueness

noncomputable section

variable {C ι : Type*} [Fintype C] [DecidableEq C] [Fintype ι]
```

Write $n_i(c)$ for the occupation of site $i$ in configuration $c$, which is `occ c i` in Lean. The Hamiltonian is

$$H(v)=H_0+\sum_c |c\rangle\Big(\sum_i v_i\,n_i(c)\Big)\langle c| .$$

In an ordinary Hartree model $H_0$ is the hopping term. The definition accepts any complex matrix for $H_0$ and any real numbers for the occupations. The numbers $v_i$ are potential energies of a particle, so no charge factor appears. In the code `⬝ᵥ` is the dot product and `*ᵥ` applies a matrix to a vector.

```lean
/-- The lattice Hamiltonian `H(v)`: an internal part `H0` plus the potential energy
`∑ i, v i * occ c i` of each configuration `c`, where `occ c i` is the occupation of site `i`. -/
def hamiltonian (H0 : Matrix C C ℂ) (occ : C → ι → ℝ) (v : ι → ℝ) : Matrix C C ℂ :=
  H0 + diagonal (fun c => ((v ⬝ᵥ occ c : ℝ) : ℂ))
```

The energy of a state $\psi$ is $E_H[\psi]=\mathrm{Re}\,\langle\psi|H|\psi\rangle$. For Hermitian $H$ the expectation value is already real. There is no division by the norm, so this is the usual expectation value when $\psi$ is normalised.

```lean
/-- The real part of `⟨ψ|H|ψ⟩`, with no division by the norm. For normalised `ψ` it is the real part
of the expectation value of `H`. -/
def energy (H : Matrix C C ℂ) (ψ : C → ℂ) : ℝ := (star ψ ⬝ᵥ H *ᵥ ψ).re
```

The density of $\psi$ is $\rho_\psi(i)=\sum_c|\psi_c|^2\,n_i(c)$, a particle number per site.

```lean
/-- The site density of `ψ`: the occupation of each site summed with the weights `|ψ c|²`. -/
def density (occ : C → ι → ℝ) (ψ : C → ℂ) : ι → ℝ :=
  fun i => ∑ c, Complex.normSq (ψ c) * occ c i
```

A ground state is a normalised state whose energy is least among all normalised states.

```lean
/-- A ground state is a normalised state of least energy among all normalised states. -/
def IsGroundState (H : Matrix C C ℂ) (ψ : C → ℂ) : Prop :=
  ∑ c, Complex.normSq (ψ c) = 1 ∧
    ∀ φ : C → ℂ, ∑ c, Complex.normSq (φ c) = 1 → energy H ψ ≤ energy H φ
```

If the lowest level is degenerate, different ground states can have different densities. The set of ground-state densities therefore contains all statistical mixtures of them, which in Lean is a convex hull. Densities of pure ground states are included.

```lean
/-- The ground-state densities of `H(v)`: densities of ground states and their
statistical mixtures. -/
def groundDensities (H0 : Matrix C C ℂ) (occ : C → ι → ℝ) (v : ι → ℝ) : Set (ι → ℝ) :=
  convexHull ℝ (density occ '' {ψ | IsGroundState (hamiltonian H0 occ v) ψ})
```

Self-consistency is membership in this set for the effective potential, with $(W\rho)_i=\sum_j W_{ij}\rho_j$.

```lean
/-- `ρ` solves the Hartree equations with interaction `W` and external potential `v`:
it is a ground-state density in the effective potential `v + W ρ`. -/
def IsSelfConsistent (H0 : Matrix C C ℂ) (occ : C → ι → ℝ) (W : Matrix ι ι ℝ)
    (v ρ : ι → ℝ) : Prop :=
  ρ ∈ groundDensities H0 occ (v + W *ᵥ ρ)
```

A repulsive interaction will mean a real symmetric $W$ with $x\cdot Wx\ge 0$ for every real vector $x$. This differs from the everyday sense of non-negative matrix elements. For two sites with on-site element $U$ and intersite element $V$, the eigenvalues of $W$ are $U\pm V$, so the condition reads $U\ge|V|$. A purely intersite repulsion, with $U=0$ and $V>0$, fails it.

## (a) The external potential sees only the density

Show that the energy of any state $\psi$ in $H(v)$ is an internal part, independent of $v$, plus a term linear in the density:

$$E_{H(v)}[\psi]=E_{H_0}[\psi]+v\cdot\rho_\psi .$$

The potential term is diagonal in the configurations, so its expectation value is

$$\sum_c \psi_c^*\Big(\sum_i v_i n_i(c)\Big)\psi_c=\sum_i v_i\sum_c|\psi_c|^2n_i(c)=v\cdot\rho_\psi ,$$

which is real. Adding the contribution of $H_0$ gives the result.

In the proof, `h1` treats a single configuration, where $\mathrm{Re}(z^*rz)=|z|^2r$ for real $r$, and `Finset.sum_comm` exchanges the sums over sites and configurations.

```lean
/-- The potential enters the energy only through the density: the energy of `ψ` in `H(v)` is
its internal energy plus `v · ρ`. -/
theorem energy_hamiltonian (H0 : Matrix C C ℂ) (occ : C → ι → ℝ) (v : ι → ℝ) (ψ : C → ℂ) :
    energy (hamiltonian H0 occ v) ψ = energy H0 ψ + v ⬝ᵥ density occ ψ := by
  have h1 : ∀ (z : ℂ) (r : ℝ), (star z * ((r : ℂ) * z)).re = Complex.normSq z * r := by
    intro z r
    simp [Complex.normSq_apply]
    ring
  unfold energy hamiltonian
  rw [Matrix.add_mulVec, dotProduct_add, Complex.add_re]
  congr 1
  simp only [dotProduct, Matrix.mulVec_diagonal, density, Complex.re_sum, Pi.star_apply, h1,
    Finset.mul_sum]
  rw [Finset.sum_comm]
  refine Finset.sum_congr rfl fun i _ => Finset.sum_congr rfl fun c _ => ?_
  ring
```

## (b) A bound on the potential energy survives mixing

Let $w$ be a potential and $e$ a number. Show that if two densities $x$ and $y$ have potential energy at most $e$ in $w$, so does every mixture of them:

$$w\cdot(ax+by)\le e\qquad\text{for } a,b\ge0,\ a+b=1 .$$

Multiply $w\cdot x\le e$ by $a$ and $w\cdot y\le e$ by $b$, and add:

$$w\cdot(ax+by)=a\,w\cdot x+b\,w\cdot y\le(a+b)e=e .$$

Lean states this as convexity of a half-space. The two multiplied inequalities are `h1` and `h2`, and `h3` is the identity $ae+be=e$.

```lean
omit [Fintype C] [DecidableEq C] in
/-- The densities whose potential energy in `w` is at most `e` form a convex set. -/
theorem convex_halfSpace (w : ι → ℝ) (e : ℝ) : Convex ℝ {x : ι → ℝ | w ⬝ᵥ x ≤ e} := by
  intro x hx y hy a b ha hb hab
  simp only [Set.mem_ofPred_eq, dotProduct_add, dotProduct_smul, smul_eq_mul] at hx hy ⊢
  have h1 := mul_le_mul_of_nonneg_left hx ha
  have h2 := mul_le_mul_of_nonneg_left hy hb
  have h3 : a * e + b * e = e := by rw [← add_mul, hab, one_mul]
  linarith
```

## (c) Densities respond against the potential

Let $\rho$ be a ground-state density of $H(v)$ and $\rho'$ one of $H(v')$, with the same $H_0$. Show that

$$(v-v')\cdot(\rho-\rho')\le0 .$$

Take first a pure ground state $\psi$ of $H(v)$ and a pure ground state $\varphi$ of $H(v')$. Each is a trial state for the other Hamiltonian, so by (a)

$$E_{H_0}[\psi]+v\cdot\rho_\psi\le E_{H_0}[\varphi]+v\cdot\rho_\varphi,$$
$$E_{H_0}[\varphi]+v'\cdot\rho_\varphi\le E_{H_0}[\psi]+v'\cdot\rho_\psi .$$

In the sum the internal energies cancel, and what remains is

$$(v-v')\cdot\rho_\psi\le(v-v')\cdot\rho_\varphi .$$

Now keep $\varphi$ fixed. By (b) the inequality passes from the densities $\rho_\psi$ to any mixture $\rho$ of them. Then keep $\rho$ fixed. The inequality, read as an upper bound on $-(v-v')\cdot\rho_\varphi$, passes in the same way to any mixture $\rho'$. Hence $(v-v')\cdot\rho\le(v-v')\cdot\rho'$.

The code makes these two passages in the same order, the first in `step` and the second in `h`. Each uses `convexHull_min`, which says that a convex set containing the pure densities contains all their mixtures. The variational inequalities are `h1` and `h2`, and `linarith` adds them.

```lean
/-- Ground-state densities respond against the potential: `(v - v') · (ρ - ρ') ≤ 0`. -/
theorem density_response (H0 : Matrix C C ℂ) (occ : C → ι → ℝ) {v v' ρ ρ' : ι → ℝ}
    (hρ : ρ ∈ groundDensities H0 occ v) (hρ' : ρ' ∈ groundDensities H0 occ v') :
    (v - v') ⬝ᵥ (ρ - ρ') ≤ 0 := by
  -- fix a pure ground state of `H(v')` and let `ρ` be any mixture
  have step : ∀ φ, IsGroundState (hamiltonian H0 occ v') φ →
      (v - v') ⬝ᵥ ρ ≤ (v - v') ⬝ᵥ density occ φ := by
    intro φ hφ
    refine convexHull_min ?_ (convex_halfSpace (v - v') ((v - v') ⬝ᵥ density occ φ)) hρ
    rintro _ ⟨ψ, hψ, rfl⟩
    have h1 := hψ.2 φ hφ.1
    have h2 := hφ.2 ψ hψ.1
    rw [energy_hamiltonian, energy_hamiltonian] at h1 h2
    simp only [Set.mem_ofPred_eq, sub_dotProduct]
    linarith
  -- then let `ρ'` be any mixture as well
  have h : -(v - v') ⬝ᵥ ρ' ≤ -((v - v') ⬝ᵥ ρ) := by
    refine convexHull_min ?_ (convex_halfSpace (-(v - v')) (-((v - v') ⬝ᵥ ρ))) hρ'
    rintro _ ⟨φ, hφ, rfl⟩
    have := step φ hφ
    rw [Set.mem_ofPred_eq, neg_dotProduct]
    linarith
  rw [neg_dotProduct] at h
  rw [dotProduct_sub]
  linarith
```

## (d) The interaction energy of a density difference

Let $\rho$ and $\rho'$ be self-consistent in the same external potential $v$. Without any assumption on $W$, show that

$$(\rho-\rho')\cdot W(\rho-\rho')\le0 .$$

The two effective potentials are $v+W\rho$ and $v+W\rho'$. Their difference is $W(\rho-\rho')$, because $v$ drops out. Inserting them in (c) gives

$$\big(W(\rho-\rho')\big)\cdot(\rho-\rho')\le0,$$

and the dot product is symmetric.

The Lean proof applies `density_response` directly to the two hypotheses, since self-consistency is by definition membership in the right set of ground-state densities. The rewriting then cancels $v$ and collects the difference under $W$.

```lean
/-- The quadratic form of `W` is never positive on the difference of two self-consistent
densities in the same external potential. -/
theorem hartree_form_nonpos (H0 : Matrix C C ℂ) (occ : C → ι → ℝ) (W : Matrix ι ι ℝ)
    {v ρ ρ' : ι → ℝ} (hρ : IsSelfConsistent H0 occ W v ρ)
    (hρ' : IsSelfConsistent H0 occ W v ρ') : (ρ - ρ') ⬝ᵥ W *ᵥ (ρ - ρ') ≤ 0 := by
  have h := density_response H0 occ hρ hρ'
  rwa [add_sub_add_left_eq_sub, ← Matrix.mulVec_sub, dotProduct_comm] at h
```

## (e) No interaction energy, no Hartree potential

Let $W$ be symmetric with $z\cdot Wz\ge0$ for all $z$, and let $x$ satisfy $x\cdot Wx=0$. Show that

$$Wx=0 .$$

Put $y=Wx$, $a=y\cdot y$ and $b=y\cdot Wy\ge0$. Symmetry gives $x\cdot Wy=(Wx)\cdot y=a$, and $y\cdot Wx=a$ by definition. For the trial vector $z=(b+1)x-ay$,

$$0\le z\cdot Wz=(b+1)^2\,x\cdot Wx-2a(b+1)\,a+a^2b=-(b+2)\,a^2 .$$

Since $b+2>0$, this forces $a=0$. A real vector with $y\cdot y=0$ vanishes, so $Wx=0$.

The names `y`, `a` and `b` are the same in the code. The symmetry step is `hs`, the expansion of the quadratic form is done by `simp only`, and `nlinarith` extracts $a^2\le0$ with the help of $a^2b\ge0$.

```lean
omit [Fintype C] [DecidableEq C] in
/-- For a symmetric positive semidefinite interaction, a charge distribution `x` with
`x · W x = 0` produces no Hartree potential. -/
theorem potential_eq_zero {W : Matrix ι ι ℝ} (hW : W.IsSymm)
    (hpos : ∀ x, 0 ≤ x ⬝ᵥ W *ᵥ x) {x : ι → ℝ} (h0 : x ⬝ᵥ W *ᵥ x = 0) : W *ᵥ x = 0 := by
  obtain ⟨y, hy⟩ : ∃ y, y = W *ᵥ x := ⟨_, rfl⟩
  obtain ⟨a, ha⟩ : ∃ a, a = y ⬝ᵥ y := ⟨_, rfl⟩
  obtain ⟨b, hb⟩ : ∃ b, b = y ⬝ᵥ W *ᵥ y := ⟨_, rfl⟩
  have hs : x ⬝ᵥ W *ᵥ y = a := by
    rw [Matrix.dotProduct_mulVec, ← Matrix.mulVec_transpose, hW.eq, ← hy, ha]
  have hb0 : 0 ≤ b := hb ▸ hpos y
  -- test positivity on a trial vector shifted against the potential `y`
  have h := hpos ((b + 1) • x - a • y)
  simp only [Matrix.mulVec_sub, Matrix.mulVec_smul, dotProduct_sub, sub_dotProduct,
    dotProduct_smul, smul_dotProduct, smul_eq_mul] at h
  rw [← hy] at h h0
  rw [h0, hs, ← ha, ← hb] at h
  have h2 : a ^ 2 ≤ 0 := by nlinarith [mul_nonneg (sq_nonneg a) hb0]
  have h3 : a = 0 := (pow_eq_zero_iff two_ne_zero).mp (le_antisymm h2 (sq_nonneg a))
  rw [← hy]
  exact dotProduct_self_eq_zero.mp (ha.symm.trans h3)
```

## (f) One Hartree potential for a repulsive interaction

Let $W$ be symmetric positive semidefinite, and let $\rho$ and $\rho'$ be self-consistent in the same $v$. Show that

$$W\rho=W\rho' .$$

By (d) the quadratic form of $W$ on $x=\rho-\rho'$ is at most zero, and by assumption it is at least zero. So it vanishes, and (e) gives $W(\rho-\rho')=0$.

In the Lean statement `hW` is the symmetry of $W$ and `hpos` its non-negative quadratic form. The hypotheses `hρ` and `hρ'` share `H0`, `occ`, `W` and `v`, so the two solutions belong to the same system. `le_antisymm` joins the two bounds.

The statement compares solutions and leaves open whether one exists and whether an iteration reaches it. For a Hartree calculation on a finite lattice with such a $W$, and with no exchange-correlation potential depending on the density, it means that two runs ending with different Hartree potentials have not both found a solution. Applying this to actual output takes one further step: the converged density has to be identified with an exact self-consistent one, built only from lowest-energy states of its own effective Hamiltonian. A finite convergence threshold provides that only approximately.

```lean
/-- Uniqueness for repulsive Hartree models: if `W` is symmetric positive semidefinite, all
self-consistent densities in the same external potential have the same Hartree potential. -/
theorem hartree_potential_unique (H0 : Matrix C C ℂ) (occ : C → ι → ℝ) {W : Matrix ι ι ℝ}
    (hW : W.IsSymm) (hpos : ∀ x, 0 ≤ x ⬝ᵥ W *ᵥ x) {v ρ ρ' : ι → ℝ}
    (hρ : IsSelfConsistent H0 occ W v ρ) (hρ' : IsSelfConsistent H0 occ W v ρ') :
    W *ᵥ ρ = W *ᵥ ρ' := by
  have h := potential_eq_zero hW hpos
    (le_antisymm (hartree_form_nonpos H0 occ W hρ hρ') (hpos _))
  rw [Matrix.mulVec_sub] at h
  exact sub_eq_zero.mp h
```

## (g) One density for a strictly positive interaction

Suppose now that $x\cdot Wx>0$ for every $x\ne0$. Show that two self-consistent densities in the same $v$ are equal:

$$\rho=\rho' .$$

If they differed, $x=\rho-\rho'$ would be nonzero and $x\cdot Wx$ would be positive, against (d).

Symmetry of $W$ is not used here, and the theorem does not ask for it. A purely on-site repulsion, $W_{ij}=U\delta_{ij}$ with $U>0$, satisfies the hypothesis. Here $\rho_i$ is the total density of both spins on site $i$, and either spin feels the potential $U\rho_i$. The unrestricted mean-field Hubbard model, in which each spin feels only the density of the other, is not covered: with one index for each site and spin, the block of $W$ for a site has zeros on the diagonal and $U$ off it, and the hypothesis fails. The code argues by contradiction in the same way: `by_contra` introduces `hne`, the assumption that the densities differ.

```lean
/-- If `x · W x > 0` for every nonzero `x`, there is at most one self-consistent density in a
given external potential. -/
theorem hartree_density_unique (H0 : Matrix C C ℂ) (occ : C → ι → ℝ) {W : Matrix ι ι ℝ}
    (hpos : ∀ x, x ≠ 0 → 0 < x ⬝ᵥ W *ᵥ x) {v ρ ρ' : ι → ℝ}
    (hρ : IsSelfConsistent H0 occ W v ρ) (hρ' : IsSelfConsistent H0 occ W v ρ') :
    ρ = ρ' := by
  by_contra hne
  exact not_lt_of_ge (hartree_form_nonpos H0 occ W hρ hρ') (hpos _ (sub_ne_zero.mpr hne))
```

## (h) Mixtures of solutions are solutions

Return to a symmetric positive semidefinite $W$, for which (f) fixes the Hartree potential and may leave some freedom in the density. Let $\rho$ and $\rho'$ be self-consistent in the same $v$, and let $a,b\ge0$ with $a+b=1$. Show that $a\rho+b\rho'$ is self-consistent too:

$$a\rho+b\rho'\ \text{ is a ground-state density of }\ H\big(v+W(a\rho+b\rho')\big).$$

By (f) the mixture produces the same Hartree potential as its components:

$$W(a\rho+b\rho')=a\,W\rho+b\,W\rho'=(a+b)\,W\rho=W\rho .$$

So $\rho$ and $\rho'$ are both ground-state densities of the single Hamiltonian $H(v+W\rho)$. Their mixture is one as well, because the ground-state densities of a fixed Hamiltonian form a convex set, and $H(v+W\rho)$ is the Hamiltonian that the mixture itself generates.

In the proof, `hu` is the result of (f), `hm` is the displayed line, and `hc` is the convexity of the set of ground-state densities. The definition of that set through mixtures matters here: the mixed density need not come from a single pure ground state.

```lean
/-- For symmetric positive semidefinite `W`, mixtures of self-consistent densities in the same
external potential are again self-consistent. -/
theorem selfConsistent_mixture (H0 : Matrix C C ℂ) (occ : C → ι → ℝ) {W : Matrix ι ι ℝ}
    (hW : W.IsSymm) (hpos : ∀ x, 0 ≤ x ⬝ᵥ W *ᵥ x) {v ρ ρ' : ι → ℝ}
    (hρ : IsSelfConsistent H0 occ W v ρ) (hρ' : IsSelfConsistent H0 occ W v ρ')
    {a b : ℝ} (ha : 0 ≤ a) (hb : 0 ≤ b) (hab : a + b = 1) :
    IsSelfConsistent H0 occ W v (a • ρ + b • ρ') := by
  have hu := hartree_potential_unique H0 occ hW hpos hρ hρ'
  -- the mixture feels the same Hartree potential
  have hm : W *ᵥ (a • ρ + b • ρ') = W *ᵥ ρ := by
    rw [Matrix.mulVec_add, Matrix.mulVec_smul, Matrix.mulVec_smul, ← hu, ← add_smul, hab,
      one_smul]
  have hc : Convex ℝ (groundDensities H0 occ (v + W *ᵥ ρ)) := by
    unfold groundDensities
    exact convex_convexHull ℝ _
  unfold IsSelfConsistent at hρ hρ' ⊢
  rw [← hu] at hρ'
  rw [hm]
  exact hc hρ hρ' ha hb hab

end

end HartreeUniqueness
```

```lean
#print axioms HartreeUniqueness.hartree_potential_unique
#print axioms HartreeUniqueness.hartree_density_unique
#print axioms HartreeUniqueness.selfConsistent_mixture
```

```
'HartreeUniqueness.hartree_potential_unique' depends on axioms: [propext, Classical.choice, Quot.sound]
'HartreeUniqueness.hartree_density_unique' depends on axioms: [propext, Classical.choice, Quot.sound]
'HartreeUniqueness.selfConsistent_mixture' depends on axioms: [propext, Classical.choice, Quot.sound]
```
